# For Hermitian matrices with spectrum in [−1, 1], a change in H changes Tₙ(H) by at most n² times its norm

Suppose a Hamiltonian matrix $H$ is replaced by a slightly different one, $H'$, because small hoppings were discarded or entries were rounded. How far do its Chebyshev moments move? The second Chebyshev polynomial, $T_2(x)=2x^2-1$, already shows the mechanism. Although $H$ and $H'$ need not commute,

$$T_2(H)-T_2(H')=2H(H-H')+2(H-H')H'.$$

Each term contains the perturbation once. If both matrices are Hermitian with eigenvalues in $[-1,1]$, their operator norms are at most 1, and the difference has norm at most $4\|H-H'\|$.

## The bound at every order

For Hermitian $H,H'$ of equal finite size with eigenvalues in $[-1,1]$, and every $n\ge 0$,

$$\|T_n(H)-T_n(H')\|\le n^2\,\|H-H'\|.$$

For each $n$, no constant below $n^2$ serves all such $1\times1$ matrices.

With $n=3$, $H=1$ and $H'=0.9$, we have $T_3(x)=4x^3-3x$, so $T_3(1)=1$ and $T_3(0.9)=0.216$. The change is $0.784$, and the bound is $9\times0.1=0.9$. With $H'=0.99$ the ratio of the change to the perturbation rises from $7.84$ to about $8.88$.

The spectral condition is needed for both matrices. For $n=2$, $H=2$ and $H'=1$, the change is $7-1=6$, while $n^2\|H-H'\|=4$.

## Approximate Hamiltonians in moment codes

A kernel polynomial code computes moments $\langle\phi|T_n(H)|\phi\rangle$ with $\|\phi\|=1$, or normalised traces of $T_n(H)$. Either quantity changes by at most $\|T_n(H)-T_n(H')\|$, so if both matrices are Hermitian with eigenvalues in $[-1,1]$, a bound on the error in the matrix gives a bound on the error in the moment. To guarantee $10^{-3}$ at $n=1000$ through this bound, one needs $\|H-H'\|\le10^{-9}$.

These are rescaled matrices. Take an energy interval that contains the spectra of both physical Hamiltonians. If its centre is subtracted from both and both are divided by its half-width $w$, the physical perturbation is divided by $w$ too.

## From the recursion to n²

**Size of the polynomials.** The recursion is $T_0=1$, $T_1=x$, $T_{n+2}=2xT_{n+1}-T_n$. Since $\cos((n+2)\theta)=2\cos\theta\cos((n+1)\theta)-\cos(n\theta)$, induction gives $T_n(\cos\theta)=\cos(n\theta)$, so $|T_n|\le1$ on $[-1,1]$. Write $H=V\Lambda V^\dagger$ with $V$ unitary and $\Lambda$ the diagonal matrix of eigenvalues. Then $T_n(H)=VT_n(\Lambda)V^\dagger$, and $\|T_n(H)\|\le1$.

The second-kind polynomials $U_n$ obey the same recursion with $U_0=1$, $U_1=2x$. They satisfy $U_{n+2}=2T_{n+2}+U_n$: the cases $n=0,1$ are direct, and both sides obey the same recursion. Since $\|U_0(H)\|\le1$ and $\|U_1(H)\|\le2$, induction gives $\|U_n(H)\|\le n+1$, each step adding at most 2.

**Perturbation formula.** For possibly noncommuting $a,b$, put $\Delta=a-b$ and $D_n=T_n(a)-T_n(b)$. Subtracting the recursions gives

$$D_{n+2}=2aD_{n+1}-D_n+2\Delta T_{n+1}(b),\qquad D_0=0,\quad D_1=\Delta.$$

This is the Chebyshev recursion with a source. Its solution is

$$D_{n+1}=U_n(a)\Delta+2\sum_{k=0}^{n-1}U_{n-1-k}(a)\,\Delta\,T_{k+1}(b).$$

To check it, let $S_n$ be the sum. The recursion for $U$ gives $S_{n+2}=2aS_{n+1}-S_n+\Delta T_{n+2}(b)$, so the right-hand side obeys the recursion for $D$. The cases $n=0,1$ agree directly.

**Summation.** The case of degree 0 is trivial. For degree $m+1$, set $a=H$, $b=H'$ and take norms:

$$\|D_{m+1}\|\le\Big[(m+1)+2\sum_{k=0}^{m-1}(m-k)\Big]\|\Delta\|=(m+1)^2\|\Delta\|.$$

**Sharpness.** At the upper end of the interval, $T_n(1)=1$. The code calls this point the band edge, although the spectrum of a given $H$ need not reach it. Differentiating the recursion at $x=1$ gives

$$T'_{n+2}(1)=2+2T'_{n+1}(1)-T'_n(1).$$

With $T'_0(1)=0$ and $T'_1(1)=1$, induction gives $T'_n(1)=n^2$, because $2+2(n+1)^2-n^2=(n+2)^2$. If $C$ is a valid constant for $1\times1$ matrices, then $|T_n(x)-T_n(1)|/|x-1|\le C$ for $-1<x<1$. Letting $x\to1$ gives $n^2\le C$.

## The bound and its sharpness in Lean

```lean
import Mathlib

open Finset Filter Topology
open scoped Matrix.Norms.L2Operator

namespace ChebyshevMomentSensitivity

/-- Chebyshev polynomial of the first kind `T_n`, evaluated at an element of any ring by the
three-term recursion. -/
def chebT {A : Type*} [Ring A] : ℕ → A → A
  | 0, _ => 1
  | 1, a => a
  | n + 2, a => 2 * a * chebT (n + 1) a - chebT n a

/-- Chebyshev polynomial of the second kind `U_n`, evaluated at an element of any ring by the
three-term recursion. -/
def chebU {A : Type*} [Ring A] : ℕ → A → A
  | 0, _ => 1
  | 1, a => 2 * a
  | n + 2, a => 2 * a * chebU (n + 1) a - chebU n a

/-- A rescaled Hamiltonian: a Hermitian matrix with all eigenvalues in `[-1, 1]`. -/
def IsRescaled {N : Type*} [Fintype N] [DecidableEq N] (H : Matrix N N ℂ) : Prop :=
  ∃ hH : H.IsHermitian, ∀ i, |hH.eigenvalues i| ≤ 1

/-- On the real line the recursion gives `T_n(cos θ) = cos (n θ)`. -/
theorem chebT_cos (n : ℕ) (θ : ℝ) : chebT n (Real.cos θ) = Real.cos (n * θ) := by
  induction n using Nat.twoStepInduction with
  | zero => simp [chebT]
  | one => simp [chebT]
  | more n ih1 ih2 =>
    rw [chebT, ih1, ih2]
    have h1 := Real.cos_add (((n : ℝ) + 1) * θ) θ
    have h2 := Real.cos_sub (((n : ℝ) + 1) * θ) θ
    rw [show ((n : ℝ) + 1) * θ + θ = ((n : ℝ) + 2) * θ by ring] at h1
    rw [show ((n : ℝ) + 1) * θ - θ = (n : ℝ) * θ by ring] at h2
    push_cast
    linear_combination -h1 - h2

/-- The two kinds of Chebyshev polynomials are linked by `U_{n+2} = 2 T_{n+2} + U_n`. -/
theorem chebU_add_two {A : Type*} [Ring A] (n : ℕ) (a : A) :
    chebU (n + 2) a = 2 * chebT (n + 2) a + chebU n a := by
  induction n using Nat.twoStepInduction with
  | zero => simp only [chebU, chebT]; noncomm_ring
  | one => simp only [chebU, chebT]; noncomm_ring
  | more n ih1 ih2 =>
    have h2 : chebU (n + 3) a = 2 * chebT (n + 3) a + chebU (n + 1) a := ih2
    have eU : chebU (n + 2 + 2) a = 2 * a * chebU (n + 3) a - chebU (n + 2) a := rfl
    have eT : chebT (n + 2 + 2) a = 2 * a * chebT (n + 3) a - chebT (n + 2) a := rfl
    have e : chebU (n + 2) a = 2 * a * chebU (n + 1) a - chebU n a := rfl
    rw [eU, eT, h2, ih1]
    rw [ih1] at e
    linear_combination (norm := noncomm_ring) -e

/-- Exact perturbation formula: the change of `T_{n+1}` between two elements `a` and `b`, which
need not commute, is a sum of terms each containing `a - b` once. -/
theorem chebT_sub {A : Type*} [Ring A] (n : ℕ) (a b : A) :
    chebT (n + 1) a - chebT (n + 1) b = chebU n a * (a - b) +
      2 * ∑ k ∈ range n, chebU (n - 1 - k) a * ((a - b) * chebT (k + 1) b) := by
  -- a sum weighted with `U` obeys the Chebyshev recursion with a source term
  have conv : ∀ (x : ℕ → A) (n : ℕ),
      ∑ k ∈ range (n + 2), chebU (n + 2 - 1 - k) a * x k =
        2 * a * ∑ k ∈ range (n + 1), chebU (n + 1 - 1 - k) a * x k
          - ∑ k ∈ range n, chebU (n - 1 - k) a * x k + x (n + 1) := by
    intro x n
    have h : ∑ k ∈ range n, chebU (n + 2 - 1 - k) a * x k =
        2 * a * ∑ k ∈ range n, chebU (n + 1 - 1 - k) a * x k
          - ∑ k ∈ range n, chebU (n - 1 - k) a * x k := by
      rw [mul_sum, ← sum_sub_distrib]
      refine sum_congr rfl fun k hk => ?_
      obtain ⟨m, rfl⟩ : ∃ m, n = k + 1 + m :=
        ⟨n - (k + 1), by have := mem_range.1 hk; omega⟩
      rw [show k + 1 + m + 2 - 1 - k = m + 2 by omega,
        show k + 1 + m + 1 - 1 - k = m + 1 by omega,
        show k + 1 + m - 1 - k = m by omega, chebU]
      noncomm_ring
    rw [sum_range_succ, sum_range_succ, h, sum_range_succ,
      show n + 2 - 1 - n = 1 by omega, show n + 2 - 1 - (n + 1) = 0 by omega,
      show n + 1 - 1 - n = 0 by omega]
    simp only [chebU]
    noncomm_ring
  induction n using Nat.twoStepInduction with
  | zero => simp [chebT, chebU]
  | one =>
    simp only [chebT, chebU, sum_range_one, Nat.sub_self]
    noncomm_ring
  | more n ih1 ih2 =>
    have h2 : chebT (n + 2) a - chebT (n + 2) b = chebU (n + 1) a * (a - b) +
      2 * ∑ k ∈ range (n + 1), chebU (n + 1 - 1 - k) a * ((a - b) * chebT (k + 1) b) := ih2
    have eT : ∀ c : A, chebT (n + 2 + 1) c = 2 * c * chebT (n + 2) c - chebT (n + 1) c :=
      fun _ => rfl
    have eU : chebU (n + 2) a = 2 * a * chebU (n + 1) a - chebU n a := rfl
    rw [conv (fun k => (a - b) * chebT (k + 1) b) n, eT, eT, eU]
    generalize ∑ k ∈ range (n + 1), chebU (n + 1 - 1 - k) a * ((a - b) * chebT (k + 1) b) = S at *
    generalize ∑ k ∈ range n, chebU (n - 1 - k) a * ((a - b) * chebT (k + 1) b) = R at *
    linear_combination (norm := noncomm_ring) 2 * a * h2 - ih1

/-- Chebyshev polynomials respect a change of basis: if `V` and `W` are inverse to each other,
then `T_n(V D W) = V T_n(D) W`. -/
theorem chebT_conj {A : Type*} [Ring A] {V W : A} (h : W * V = 1) (h' : V * W = 1)
    (D : A) (n : ℕ) : chebT n (V * D * W) = V * chebT n D * W := by
  induction n using Nat.twoStepInduction with
  | zero => simp [chebT, h']
  | one => rfl
  | more n ih1 ih2 =>
    rw [chebT, ih1, ih2, chebT]
    generalize chebT (n + 1) D = X
    generalize chebT n D = Y
    calc 2 * (V * D * W) * (V * X * W) - V * Y * W
        = 2 * (V * D * (W * V) * X * W) - V * Y * W := by noncomm_ring
      _ = V * (2 * D * X - Y) * W := by rw [h]; noncomm_ring

variable {N : Type*} [Fintype N] [DecidableEq N]

/-- For a real diagonal matrix, `T_n` acts on each diagonal entry. -/
theorem chebT_diagonal (d : N → ℝ) (n : ℕ) :
    chebT n (Matrix.diagonal fun i => (d i : ℂ)) =
      Matrix.diagonal fun i => ((chebT n (d i) : ℝ) : ℂ) := by
  induction n using Nat.twoStepInduction with
  | zero => simp [chebT]
  | one => simp [chebT]
  | more n ih1 ih2 =>
    rw [chebT, ih1, ih2, mul_assoc, two_mul, Matrix.diagonal_mul_diagonal,
      Matrix.diagonal_add, Matrix.diagonal_sub]
    refine congrArg Matrix.diagonal (funext fun i => ?_)
    simp only [chebT]
    push_cast
    ring

/-- For a rescaled Hamiltonian, `T_n(H)` has operator norm at most one. -/
theorem norm_chebT_le_one {H : Matrix N N ℂ} (h : IsRescaled H) (n : ℕ) :
    ‖chebT n H‖ ≤ 1 := by
  obtain ⟨hH, hev⟩ := h
  let V := hH.eigenvectorUnitary
  have hs : H = (V : Matrix N N ℂ) * Matrix.diagonal (fun i => (hH.eigenvalues i : ℂ)) *
      ((star V : Matrix.unitaryGroup N ℂ) : Matrix N N ℂ) := hH.spectral_theorem
  have e := (congrArg (chebT n) hs).trans
    (chebT_conj (Matrix.mem_unitaryGroup_iff'.1 V.2) (Matrix.mem_unitaryGroup_iff.1 V.2) _ n)
  -- a unitary change of basis preserves the operator norm
  have hnorm : ∀ X : Matrix N N ℂ,
      ‖(V : Matrix N N ℂ) * X * star (V : Matrix N N ℂ)‖ = ‖X‖ := fun X =>
    (CStarRing.norm_mul_coe_unitary ((V : Matrix N N ℂ) * X) (star V)).trans
      (CStarRing.norm_coe_unitary_mul V X)
  rw [e, hnorm, chebT_diagonal, Matrix.l2_opNorm_diagonal,
    pi_norm_le_iff_of_nonneg zero_le_one]
  intro i
  -- each eigenvalue is a cosine
  have hi := abs_le.1 (hev i)
  rw [Complex.norm_real, Real.norm_eq_abs, ← Real.cos_arccos hi.1 hi.2, chebT_cos]
  exact Real.abs_cos_le_one _

/-- For a rescaled Hamiltonian, `U_n(H)` has operator norm at most `n + 1`. -/
theorem norm_chebU_le {H : Matrix N N ℂ} (h : IsRescaled H) (n : ℕ) :
    ‖chebU n H‖ ≤ n + 1 := by
  induction n using Nat.twoStepInduction with
  | zero => simpa [chebU, chebT] using norm_chebT_le_one h 0
  | one =>
    have h1 : ‖H‖ ≤ 1 := norm_chebT_le_one h 1
    have h2 := norm_add_le H H
    rw [chebU, two_mul]
    push_cast
    linarith
  | more n ih1 _ =>
    have h1 := norm_chebT_le_one h (n + 2)
    have h2 := norm_add_le (chebT (n + 2) H) (chebT (n + 2) H)
    have h3 := norm_add_le (chebT (n + 2) H + chebT (n + 2) H) (chebU n H)
    rw [chebU_add_two, two_mul]
    push_cast
    linarith

/-- Moment sensitivity: for Hermitian `H` and `H'` with eigenvalues in `[-1, 1]`, the operator
norm of `T_n(H) - T_n(H')` is at most `n ^ 2` times that of `H - H'`. -/
theorem norm_chebT_sub_le {H H' : Matrix N N ℂ} (h : IsRescaled H) (h' : IsRescaled H')
    (n : ℕ) : ‖chebT n H - chebT n H'‖ ≤ (n : ℝ) ^ 2 * ‖H - H'‖ := by
  rcases n with _ | m
  · simp [chebT]
  rw [chebT_sub]
  set S := ∑ k ∈ range m, chebU (m - 1 - k) H * ((H - H') * chebT (k + 1) H') with hS
  have hsum : ∀ j : ℕ, ∑ k ∈ range j, ((m : ℝ) - k) * ‖H - H'‖ =
      (j * m - j * (j - 1) / 2) * ‖H - H'‖ := by
    intro j
    induction j with
    | zero => simp
    | succ j ih => rw [sum_range_succ, ih]; push_cast; ring
  -- each term costs the norm of `U` times the norm of the perturbation
  have hb : ‖S‖ ≤ ∑ k ∈ range m, ((m : ℝ) - k) * ‖H - H'‖ := by
    refine norm_sum_le_of_le _ fun k hk => ?_
    have hU : ‖chebU (m - 1 - k) H‖ ≤ (m : ℝ) - k := by
      have hm : m = k + 1 + (m - 1 - k) := by have := mem_range.1 hk; omega
      have hc : (m : ℝ) = k + 1 + ((m - 1 - k : ℕ) : ℝ) := by exact_mod_cast hm
      linarith [norm_chebU_le h (m - 1 - k)]
    have hT : ‖(H - H') * chebT (k + 1) H'‖ ≤ ‖H - H'‖ :=
      (norm_mul_le _ _).trans
        (mul_le_of_le_one_right (norm_nonneg _) (norm_chebT_le_one h' (k + 1)))
    exact (norm_mul_le _ _).trans
      (mul_le_mul hU hT (norm_nonneg _) ((norm_nonneg _).trans hU))
  rw [hsum m] at hb
  have h1 : ‖chebU m H * (H - H')‖ ≤ (m + 1) * ‖H - H'‖ :=
    (norm_mul_le _ _).trans
      (mul_le_mul_of_nonneg_right (norm_chebU_le h m) (norm_nonneg _))
  have h2 := norm_add_le S S
  have h3 := norm_add_le (chebU m H * (H - H')) (S + S)
  rw [two_mul]
  push_cast
  linarith

/-- The slope of `T_n` at the upper band edge `x = 1` is `n ^ 2`. -/
theorem hasDerivAt_chebT_one (n : ℕ) :
    HasDerivAt (fun x : ℝ => chebT n x) ((n : ℝ) ^ 2) 1 := by
  induction n using Nat.twoStepInduction with
  | zero => simpa [chebT] using hasDerivAt_const (1 : ℝ) (1 : ℝ)
  | one => simpa [chebT] using hasDerivAt_id' (1 : ℝ)
  | more n ih1 ih2 =>
    have h1 : chebT (n + 1) (1 : ℝ) = 1 := by simpa using chebT_cos (n + 1) 0
    change HasDerivAt (fun x : ℝ => 2 * x * chebT (n + 1) x - chebT n x) _ 1
    refine ((((hasDerivAt_id' (1 : ℝ)).const_mul 2).fun_mul ih2).fun_sub ih1).congr_deriv ?_
    rw [h1]
    push_cast
    ring

/-- Sharpness: for each `n`, a constant `C` that bounds the sensitivity of `T_n` for all one by
one Hermitian matrices with eigenvalue in `[-1, 1]` is at least `n ^ 2`. -/
theorem sq_le_of_sensitivity_bound (n : ℕ) (C : ℝ)
    (hC : ∀ H H' : Matrix (Fin 1) (Fin 1) ℂ, IsRescaled H → IsRescaled H' →
      ‖chebT n H - chebT n H'‖ ≤ C * ‖H - H'‖) : (n : ℝ) ^ 2 ≤ C := by
  have hr : ∀ x : ℝ, |x| ≤ 1 →
      IsRescaled (Matrix.diagonal fun _ : Fin 1 => (x : ℂ)) := by
    intro x hx
    have hh : (Matrix.diagonal fun _ : Fin 1 => (x : ℂ)).IsHermitian :=
      Matrix.IsHermitian.ext fun i j => by fin_cases i; fin_cases j; simp
    have ht := hh.trace_eq_sum_eigenvalues
    simp only [Matrix.trace_diagonal, Fin.sum_univ_one] at ht
    have ht' : x = hh.eigenvalues 0 := Complex.ofReal_injective ht
    refine ⟨hh, fun i => ?_⟩
    rw [Subsingleton.elim i 0, ← ht']
    exact hx
  have hn : ∀ p q : ℝ, ‖(Matrix.diagonal fun _ : Fin 1 => (p : ℂ)) -
      Matrix.diagonal fun _ : Fin 1 => (q : ℂ)‖ = |p - q| := by
    intro p q
    rw [Matrix.diagonal_sub, Matrix.l2_opNorm_diagonal, pi_norm_const,
      ← Complex.ofReal_sub, Complex.norm_real, Real.norm_eq_abs]
  -- difference quotients taken from inside the band tend to the slope at the edge
  have hlim : Tendsto (slope (fun x : ℝ => chebT n x) 1) (𝓝[<] 1) (𝓝 ((n : ℝ) ^ 2)) :=
    (hasDerivAt_chebT_one n).tendsto_slope.mono_left
      (nhdsWithin_mono _ fun _ hx => ne_of_lt hx)
  refine le_of_tendsto hlim ?_
  filter_upwards [Ioo_mem_nhdsLT (show (-1 : ℝ) < 1 by norm_num)] with x hx
  have hb := hC _ _ (hr x (abs_le.2 ⟨hx.1.le, hx.2.le⟩)) (hr 1 (by simp))
  rw [chebT_diagonal (fun _ => x), chebT_diagonal (fun _ => (1 : ℝ)), hn, hn] at hb
  have hpos : 0 < |x - 1| := abs_pos.2 (sub_ne_zero.2 (ne_of_lt hx.2))
  rw [slope_def_field]
  refine (le_abs_self _).trans ?_
  rw [abs_div, div_le_iff₀ hpos]
  exact hb

end ChebyshevMomentSensitivity
```

```lean
#print axioms ChebyshevMomentSensitivity.norm_chebT_sub_le
#print axioms ChebyshevMomentSensitivity.sq_le_of_sensitivity_bound
```

```
'ChebyshevMomentSensitivity.norm_chebT_sub_le' depends on axioms: [propext, Classical.choice, Quot.sound]
'ChebyshevMomentSensitivity.sq_le_of_sensitivity_bound' depends on axioms: [propext, Classical.choice, Quot.sound]
```

## Finite matrices and an unrounded recursion

In `norm_chebT_sub_le`, the type `N` labels a finite set of basis states, and `H` and `H'` are complex matrices on it. `IsRescaled` performs no rescaling: it states that a matrix is Hermitian with all eigenvalues of modulus at most 1. In a code, this condition stands for reliable bounds on the spectrum. The norm is the l2 operator norm, which for the Hermitian difference `H - H'` is its largest absolute eigenvalue. `sq_le_of_sensitivity_bound` says that any `C` valid for all $1\times1$ cases at a given `n` is at least $n^2$.

The lemmas follow the derivation:

- `chebT_cos`, `chebT_conj` and `chebT_diagonal` feed the spectral theorem in `norm_chebT_le_one`; `chebU_add_two` then yields `norm_chebU_le`.
- `chebT_sub` is the perturbation formula. Its inner statement `conv` is the recursion for $S_n$. Two-step induction combines the previous cases with coefficients $2a$ and $-1$, and `noncomm_ring` checks the algebra without exchanging factors.
- `norm_chebT_sub_le` bounds each term; `hsum` evaluates the sum of the weights $m-k$.
- `hasDerivAt_chebT_one` supplies the edge slope, and `le_of_tendsto` passes the bound on the difference quotients to the limit.

The theorems compare $T_n$ of two fixed matrices; the passage to moments above is a separate, elementary estimate. A running program also makes floating-point rounding errors inside the recursion. Those errors arise anew at each iteration and need not amount to replacing $H$ by one fixed $H'$, so they require their own analysis.
